# Sign, propagator bound and high-energy tail of a finite Fan-Migdal self-energy

For finitely many scattering channels $j$, with real parameters, let

$$
\Sigma(z)=\sum_j g_j^2\left[\frac{n_j+1-f_j}{z-\varepsilon_j-\omega_j}+\frac{n_j+f_j}{z-\varepsilon_j+\omega_j}\right].
$$

Here $g_j$ is the electron-phonon coupling, $\varepsilon_j$ the energy of the intermediate electron state, $\omega_j$ the phonon energy ($\hbar=1$), $n_j$ the phonon occupation and $f_j$ the electron occupation. If $n_j\ge 0$ and $0\le f_j\le 1$ for every $j$, then for $\operatorname{Im}z>0$ and any real bare energy $E$:

- $\operatorname{Im}\Sigma(z)\le 0$, with strict inequality exactly when some $g_j\neq 0$;
- $z-E-\Sigma(z)\neq 0$, and $\left|1/(z-E-\Sigma(z))\right|\le 1/\operatorname{Im}z$.

For all real parameters, with no restriction on the occupations, as $|z|\to\infty$ in any direction:

$$
z\,\Sigma(z)\to M_0=\sum_j g_j^2(2n_j+1),
$$

$$
z\,\bigl(z\,\Sigma(z)-M_0\bigr)\to M_1=\sum_j g_j^2\bigl[(2n_j+1)\varepsilon_j+(1-2f_j)\omega_j\bigr].
$$

Finally, $\Sigma$ changes sign under particle-hole conjugation, $\varepsilon_j\to-\varepsilon_j$, $f_j\to 1-f_j$, $z\to -z$.

## Spectral functions and Matsubara tails

In a calculation for the band state $n\mathbf k$, where $n$ without a channel label is the band index, $j$ runs over the intermediate band $m$, the phonon branch $\nu$ and the grid point $\mathbf q$. The code accumulates $g_j^2=w_{\mathbf q}|g_{mn\nu}(\mathbf k,\mathbf q)|^2$, where $w_{\mathbf q}\ge 0$ is the grid weight, with $\varepsilon_j=\varepsilon_{m\mathbf k+\mathbf q}$ and $\omega_j=\omega_{\mathbf q\nu}$. Only the squared modulus enters, so a complex matrix element causes no difficulty.

For a spectral function, the sum is evaluated at $z=x+i\eta$, with $x$ on a real energy grid and $\eta>0$ the broadening. With the same $z$ in the Dyson equation, the propagator is $G=1/(z-E-\Sigma(z))$ and the spectral function is $A(x)=-\operatorname{Im}G/\pi$. The sign of $\operatorname{Im}\Sigma$ makes $A(x)$ positive and the linewidth $-2\operatorname{Im}\Sigma$ non-negative. The propagator bound limits every peak to $A(x)\le 1/(\pi\eta)$. This limit does not apply if a code keeps $\eta$ inside $\Sigma$ but replaces the explicit $z$ in $G$ by $x$. A real static shift, such as a Debye-Waller term, can be absorbed into $E$.

On the Matsubara axis, $z=i\Omega_l$, where $\Omega_l$ is a fermionic Matsubara frequency, and energies are measured from the chemical potential. A code that stores $\Sigma$ up to a cutoff can continue it with $M_0/(i\Omega_l)+M_1/(i\Omega_l)^2$. Both coefficients come from the arrays already used for $\Sigma$, in a single pass over $j$.

For electronic structure, the result thus gives a causal self-energy and its first two tail coefficients for the lowest-order, band-diagonal Fan-Migdal term on a finite grid.

## From one pole to the full sum

Write $A_j=n_j+1-f_j$ and $B_j=n_j+f_j$ for the two weights of a channel; $A_j$ is unrelated to the spectral function $A(x)$. For an empty intermediate state they are the familiar emission and absorption factors $n_j+1$ and $n_j$.

**Imaginary part.** Take a real weight $a$, a real pole $d$ and $z=x+iy$ with $y>0$. Then

$$
\frac{a}{z-d}=\frac{a\,(x-d-iy)}{(x-d)^2+y^2},
\qquad
\operatorname{Im}\frac{a}{z-d}=-\frac{y\,a}{|z-d|^2}.
$$

Summing over the poles gives

$$
\operatorname{Im}\Sigma(z)=-y\sum_j g_j^2\left[\frac{A_j}{|z-\varepsilon_j-\omega_j|^2}+\frac{B_j}{|z-\varepsilon_j+\omega_j|^2}\right].
$$

Since $n_j\ge0$ and $0\le f_j\le1$, both weights are non-negative, hence $\operatorname{Im}\Sigma\le0$. They also satisfy $A_j+B_j=2n_j+1>0$, so they cannot both vanish. A single channel with $g_j\ne0$ therefore makes the sum positive and $\operatorname{Im}\Sigma$ strictly negative. If every $g_j$ is zero, $\Sigma=0$.

**Dyson denominator.** Let $D=z-E-\Sigma(z)$. Because $E$ is real,

$$
|D|\ge\operatorname{Im}D=y-\operatorname{Im}\Sigma(z)\ge y>0,
$$

so $D\ne0$ and $|1/D|\le1/y$.

**Particle-hole conjugation.** The substitution turns $A_j$ into $B_j$ and $B_j$ into $A_j$. The denominators become

$$
-z+\varepsilon_j-\omega_j=-(z-\varepsilon_j+\omega_j),\qquad
-z+\varepsilon_j+\omega_j=-(z-\varepsilon_j-\omega_j).
$$

The two terms change places and each acquires a minus sign.

**Leading tail.** For $z\neq0$ and $z\ne d$,

$$
z\,\frac{a}{z-d}=\frac{a}{1-d/z}\to a .
$$

Summing over the channels gives $\sum_j g_j^2(A_j+B_j)=M_0$. The electron occupation cancels within each channel.

**Next coefficient.** Subtracting the limit leaves another pole term:

$$
z\,\frac{a}{z-d}-a=\frac{ad}{z-d}.
$$

Multiplying by $z$ and using the previous limit gives $ad$. For one channel,

$$
A_j(\varepsilon_j+\omega_j)+B_j(\varepsilon_j-\omega_j)
=(A_j+B_j)\varepsilon_j+(A_j-B_j)\omega_j
=(2n_j+1)\varepsilon_j+(1-2f_j)\omega_j,
$$

and the weighted sum is $M_1$.

## The Lean file

```lean
import Mathlib

open Filter Topology Bornology

namespace FanMigdal

noncomputable section

variable {ι : Type*} [Fintype ι]

/-- The Fan-Migdal self-energy at complex energy `z`, away from the real poles `ε j ± ω j`.
Channel `j` has coupling `g j`, electron energy `ε j`, phonon energy `ω j`, phonon occupation
`n j` and electron occupation `f j`. -/
def selfEnergy (g ε ω n f : ι → ℝ) (z : ℂ) : ℂ :=
  ∑ j, ((g j ^ 2 : ℝ) : ℂ) *
    (((n j + 1 - f j : ℝ) : ℂ) / (z - ((ε j + ω j : ℝ) : ℂ)) +
      ((n j + f j : ℝ) : ℂ) / (z - ((ε j - ω j : ℝ) : ℂ)))

/-- A single pole of real weight `a` at the real energy `d` has imaginary part
`-a Im z / |z - d|²`. -/
theorem pole_im (a d : ℝ) (z : ℂ) :
    ((a : ℂ) / (z - (d : ℂ))).im = -(z.im * (a / Complex.normSq (z - (d : ℂ)))) := by
  rw [Complex.div_im]
  simp only [Complex.ofReal_im, Complex.ofReal_re, Complex.sub_im, sub_zero]
  ring

/-- The imaginary part of the self-energy is `-Im z` times a sum of Lorentzian-type terms, one for
each pole. -/
theorem selfEnergy_im (g ε ω n f : ι → ℝ) (z : ℂ) :
    (selfEnergy g ε ω n f z).im = -(z.im * ∑ j, g j ^ 2 *
      ((n j + 1 - f j) / Complex.normSq (z - ((ε j + ω j : ℝ) : ℂ)) +
        (n j + f j) / Complex.normSq (z - ((ε j - ω j : ℝ) : ℂ)))) := by
  rw [selfEnergy, Complex.im_sum, Finset.mul_sum, ← Finset.sum_neg_distrib]
  refine Finset.sum_congr rfl fun j _ => ?_
  rw [Complex.im_ofReal_mul, Complex.add_im, pole_im, pole_im]
  ring

/-- Causality: for phonon occupations `n j ≥ 0` and electron occupations `0 ≤ f j ≤ 1`, the
self-energy has non-positive imaginary part in the upper half-plane. -/
theorem selfEnergy_im_nonpos (g ε ω n f : ι → ℝ) (hn : ∀ j, 0 ≤ n j)
    (hf0 : ∀ j, 0 ≤ f j) (hf1 : ∀ j, f j ≤ 1) {z : ℂ} (hz : 0 < z.im) :
    (selfEnergy g ε ω n f z).im ≤ 0 := by
  rw [selfEnergy_im]
  refine neg_nonpos.2 (mul_nonneg hz.le (Finset.sum_nonneg fun j _ => ?_))
  exact mul_nonneg (sq_nonneg _) (add_nonneg
    (div_nonneg (by linarith [hn j, hf1 j]) (Complex.normSq_nonneg _))
    (div_nonneg (by linarith [hn j, hf0 j]) (Complex.normSq_nonneg _)))

/-- For `n j ≥ 0`, `0 ≤ f j ≤ 1` and `Im z > 0`, the imaginary part of the self-energy is strictly
negative exactly when at least one channel is coupled. -/
theorem selfEnergy_im_neg_iff (g ε ω n f : ι → ℝ) (hn : ∀ j, 0 ≤ n j)
    (hf0 : ∀ j, 0 ≤ f j) (hf1 : ∀ j, f j ≤ 1) {z : ℂ} (hz : 0 < z.im) :
    (selfEnergy g ε ω n f z).im < 0 ↔ ∃ j, g j ≠ 0 := by
  constructor
  · intro h
    by_contra hc
    simp only [ne_eq, not_exists, not_not] at hc
    simp [selfEnergy, hc] at h
  · rintro ⟨k, hk⟩
    have hpos : ∀ d : ℝ, 0 < Complex.normSq (z - (d : ℂ)) := by
      intro d
      refine Complex.normSq_pos.2 fun h => ?_
      have h' := congrArg Complex.im h
      simp only [Complex.sub_im, Complex.ofReal_im, Complex.zero_im, sub_zero] at h'
      linarith
    have hA : ∀ j, 0 ≤ n j + 1 - f j := fun j => by linarith [hn j, hf1 j]
    have hB : ∀ j, 0 ≤ n j + f j := fun j => by linarith [hn j, hf0 j]
    rw [selfEnergy_im]
    refine neg_lt_zero.2 (mul_pos hz (Finset.sum_pos' (fun j _ => ?_)
      ⟨k, Finset.mem_univ k, ?_⟩))
    · exact mul_nonneg (sq_nonneg _) (add_nonneg (div_nonneg (hA j) (hpos _).le)
        (div_nonneg (hB j) (hpos _).le))
    · -- emission and absorption cannot both be blocked
      refine mul_pos (by positivity) ?_
      rcases lt_or_ge (f k) 1 with h | h
      · exact add_pos_of_pos_of_nonneg (div_pos (by linarith [hn k]) (hpos _))
          (div_nonneg (hB k) (hpos _).le)
      · exact add_pos_of_nonneg_of_pos (div_nonneg (hA k) (hpos _).le)
          (div_pos (by linarith [hn k]) (hpos _))

/-- For `n j ≥ 0`, `0 ≤ f j ≤ 1` and a real bare energy `E`, the Dyson propagator
`1 / (z - E - Σ(z))` has no pole in the upper half-plane and is bounded there by `1 / Im z`. -/
theorem dyson_propagator_bound (g ε ω n f : ι → ℝ) (hn : ∀ j, 0 ≤ n j)
    (hf0 : ∀ j, 0 ≤ f j) (hf1 : ∀ j, f j ≤ 1) (E : ℝ) {z : ℂ} (hz : 0 < z.im) :
    z - (E : ℂ) - selfEnergy g ε ω n f z ≠ 0 ∧
      ‖1 / (z - (E : ℂ) - selfEnergy g ε ω n f z)‖ ≤ 1 / z.im := by
  have him : z.im ≤ (z - (E : ℂ) - selfEnergy g ε ω n f z).im := by
    have h := selfEnergy_im_nonpos g ε ω n f hn hf0 hf1 hz
    simp only [Complex.sub_im, Complex.ofReal_im]
    linarith
  have hnorm := him.trans ((le_abs_self _).trans (Complex.abs_im_le_norm _))
  refine ⟨norm_pos_iff.1 (hz.trans_le hnorm), ?_⟩
  rw [norm_div, norm_one]
  exact one_div_le_one_div_of_le hz hnorm

/-- Particle-hole conjugation: reversing the electron energies and the energy argument, and
exchanging filled with empty states, reverses the sign of the self-energy. -/
theorem selfEnergy_particle_hole (g ε ω n f : ι → ℝ) (z : ℂ) :
    selfEnergy g (fun j => -ε j) ω n (fun j => 1 - f j) (-z) = -selfEnergy g ε ω n f z := by
  simp only [selfEnergy]
  rw [← Finset.sum_neg_distrib]
  refine Finset.sum_congr rfl fun j _ => ?_
  -- the emission and absorption poles change places
  have h1 : -z - ((-ε j + ω j : ℝ) : ℂ) = -(z - ((ε j - ω j : ℝ) : ℂ)) := by
    push_cast; ring
  have h2 : -z - ((-ε j - ω j : ℝ) : ℂ) = -(z - ((ε j + ω j : ℝ) : ℂ)) := by
    push_cast; ring
  rw [h1, h2, div_neg, div_neg]
  push_cast
  ring

/-- A pole term `a / (z - d)` decays as `a / z` when `|z|` grows. -/
theorem pole_tail (a d : ℂ) :
    Tendsto (fun z : ℂ => z * (a / (z - d))) (cobounded ℂ) (𝓝 a) := by
  have hnorm : Tendsto (fun z : ℂ => ‖z‖) (cobounded ℂ) atTop := tendsto_norm_cobounded_atTop
  have hinv : Tendsto (fun z : ℂ => z⁻¹) (cobounded ℂ) (𝓝 0) := by
    rw [tendsto_zero_iff_norm_tendsto_zero]
    simp only [norm_inv]
    exact tendsto_inv_atTop_zero.comp hnorm
  have h : Tendsto (fun z : ℂ => a / (1 - d * z⁻¹)) (cobounded ℂ) (𝓝 (a / (1 - d * 0))) :=
    tendsto_const_nhds.div (tendsto_const_nhds.sub (hinv.const_mul d)) (by simp)
  rw [mul_zero, sub_zero, div_one] at h
  refine h.congr' ?_
  filter_upwards [hnorm.eventually_gt_atTop 0] with z hz
  have hz0 : z ≠ 0 := norm_pos_iff.1 hz
  have h1 : 1 - d * z⁻¹ = (z - d) / z := by
    rw [sub_div, div_self hz0, div_eq_mul_inv]
  rw [h1, div_div_eq_mul_div]
  ring

/-- High-energy tail: as `|z|` grows, `z Σ(z)` tends to `∑ g² (2n + 1)`, whatever the electron
occupations. -/
theorem selfEnergy_tail (g ε ω n f : ι → ℝ) :
    Tendsto (fun z : ℂ => z * selfEnergy g ε ω n f z) (cobounded ℂ)
      (𝓝 ((∑ j, g j ^ 2 * (2 * n j + 1) : ℝ) : ℂ)) := by
  have h := tendsto_finsetSum Finset.univ (fun j (_ : j ∈ Finset.univ) =>
    ((pole_tail ((n j + 1 - f j : ℝ) : ℂ) ((ε j + ω j : ℝ) : ℂ)).add
      (pole_tail ((n j + f j : ℝ) : ℂ) ((ε j - ω j : ℝ) : ℂ))).const_mul ((g j ^ 2 : ℝ) : ℂ))
  have hlim : ((∑ j, g j ^ 2 * (2 * n j + 1) : ℝ) : ℂ) = ∑ j, ((g j ^ 2 : ℝ) : ℂ) *
      (((n j + 1 - f j : ℝ) : ℂ) + ((n j + f j : ℝ) : ℂ)) := by
    rw [Complex.ofReal_sum]
    refine Finset.sum_congr rfl fun j _ => ?_
    push_cast
    ring
  rw [hlim]
  refine h.congr fun z => ?_
  rw [selfEnergy, Finset.mul_sum]
  refine Finset.sum_congr rfl fun j _ => ?_
  ring

/-- The next term of the tail: as `|z|` grows, `z (z Σ(z) - ∑ g² (2n + 1))` tends to
`∑ g² ((2n + 1) ε + (1 - 2f) ω)`. -/
theorem selfEnergy_tail_next (g ε ω n f : ι → ℝ) :
    Tendsto (fun z : ℂ => z * (z * selfEnergy g ε ω n f z -
        ((∑ j, g j ^ 2 * (2 * n j + 1) : ℝ) : ℂ))) (cobounded ℂ)
      (𝓝 ((∑ j, g j ^ 2 * ((2 * n j + 1) * ε j + (1 - 2 * f j) * ω j) : ℝ) : ℂ)) := by
  -- one pole: subtracting the leading tail leaves a pole of weight `a d`
  have hp : ∀ a d : ℂ, Tendsto (fun z : ℂ => z * (z * (a / (z - d)) - a))
      (cobounded ℂ) (𝓝 (a * d)) := by
    intro a d
    have hnorm : Tendsto (fun z : ℂ => ‖z‖) (cobounded ℂ) atTop := tendsto_norm_cobounded_atTop
    refine (pole_tail (a * d) d).congr' ?_
    filter_upwards [hnorm.eventually_gt_atTop ‖d‖] with z hz
    have hzd : z - d ≠ 0 := by
      intro h
      rw [sub_eq_zero.1 h] at hz
      exact lt_irrefl _ hz
    have h1 : a / (z - d) * (z - d) = a := div_mul_cancel₀ a hzd
    linear_combination (-z) * h1
  have h := tendsto_finsetSum Finset.univ (fun j (_ : j ∈ Finset.univ) =>
    ((hp ((n j + 1 - f j : ℝ) : ℂ) ((ε j + ω j : ℝ) : ℂ)).add
      (hp ((n j + f j : ℝ) : ℂ) ((ε j - ω j : ℝ) : ℂ))).const_mul ((g j ^ 2 : ℝ) : ℂ))
  have hlim : ((∑ j, g j ^ 2 * ((2 * n j + 1) * ε j + (1 - 2 * f j) * ω j) : ℝ) : ℂ) =
      ∑ j, ((g j ^ 2 : ℝ) : ℂ) * (((n j + 1 - f j : ℝ) : ℂ) * ((ε j + ω j : ℝ) : ℂ) +
        ((n j + f j : ℝ) : ℂ) * ((ε j - ω j : ℝ) : ℂ)) := by
    rw [Complex.ofReal_sum]
    refine Finset.sum_congr rfl fun j _ => ?_
    push_cast
    ring
  rw [hlim]
  refine h.congr fun z => ?_
  rw [selfEnergy, Complex.ofReal_sum, Finset.mul_sum, ← Finset.sum_sub_distrib, Finset.mul_sum]
  refine Finset.sum_congr rfl fun j _ => ?_
  push_cast
  ring

end

end FanMigdal
```

```lean
#print axioms FanMigdal.dyson_propagator_bound
#print axioms FanMigdal.selfEnergy_particle_hole
#print axioms FanMigdal.selfEnergy_tail
#print axioms FanMigdal.selfEnergy_tail_next
```

```
'FanMigdal.dyson_propagator_bound' depends on axioms: [propext, Classical.choice, Quot.sound]
'FanMigdal.selfEnergy_particle_hole' depends on axioms: [propext, Classical.choice, Quot.sound]
'FanMigdal.selfEnergy_tail' depends on axioms: [propext, Classical.choice, Quot.sound]
'FanMigdal.selfEnergy_tail_next' depends on axioms: [propext, Classical.choice, Quot.sound]
```

## Reading the Lean statements

The channels form a finite type `ι`, and `g`, `ε`, `ω`, `n` and `f` are real-valued functions on it. `selfEnergy` is the sum displayed at the top, with a complex argument `z`. The broadening is not a separate parameter: it is the imaginary part of `z`.

The hypothesis `hn` says that a mean phonon number is non-negative, while `hf0` and `hf1` express the Pauli restriction on the occupation of one electron state. The occupations need not be thermal, and `ω` may have either sign. If a code stores an unstable mode as a negative frequency and inserts it into the Bose function, however, the result is below $-1$ and `hn` fails.

`selfEnergy_im_nonpos` and `selfEnergy_im_neg_iff` contain the sign statements. `dyson_propagator_bound` contains both the non-vanishing denominator and the norm bound. In the two tail theorems, `cobounded ℂ` means that $|z|$ grows without bound, with no direction prescribed, so the limits apply along the real and the imaginary axis alike. `selfEnergy_particle_hole` is stated for every `z`; at a pole, Lean's convention that division by zero gives zero makes the identity hold formally, and its physical content lies away from the poles.

## How the lemmas combine

`pole_im` computes the imaginary part of one pole, and `selfEnergy_im` sums it over the channels. `selfEnergy_im_nonpos` then needs only the signs of the weights, which `linarith` obtains from the occupation hypotheses.

For strictness, `hpos` shows that $|z-d|^2>0$ for every real $d$, because $z-d$ has the same positive imaginary part as $z$. `Finset.sum_pos'` requires non-negative terms and one positive term. The latter comes from the coupled channel `k` by splitting on `f k`: below 1 the first weight is positive, otherwise the second is. This replaces the argument from $A_j+B_j>0$.

In `dyson_propagator_bound`, `him` is the inequality $\operatorname{Im}D\ge\operatorname{Im}z$, and `hnorm` carries it over to the norm. `selfEnergy_particle_hole` rewrites the two denominators through `h1` and `h2`, after which `ring` matches the terms.

`pole_tail` first proves that $z^{-1}\to0$, takes the limit of $a/(1-d/z)$, and uses `congr'` to replace that expression by $z\,a/(z-d)$ at large $|z|$. `selfEnergy_tail` adds these limits with `tendsto_finsetSum`. In `selfEnergy_tail_next`, the local statement `hp` performs the subtraction for one pole, taking $|z|>|d|$ to keep the denominator non-zero. The finite sum is then handled as before, and `hlim` rewrites the limit in terms of the occupations.

## Finite grids and bare intermediate states

The theorems concern one fixed finite set of channels. They do not take the limit of an infinitely dense $\mathbf q$ grid or the limit $\eta\to0^+$, and both matter for a converged linewidth at a real energy. The tail coefficients belong to the chosen grid and band set, and the theorems give no explicit bound on the error of the truncated tail at a finite $|z|$, so they do not select a Matsubara cutoff.

The self-energy is a scalar with real poles. Matrix-valued self-energies that mix bands, and self-consistent schemes in which the intermediate states are themselves broadened, need separate arguments. The formula for $\Sigma$ is taken as a definition and is not derived from an electron-phonon Hamiltonian. The statements are about real and complex numbers, so they do not bound the rounding error of a floating-point sum.
